# Levels of the 8 by 8 Efros exciton matrix and its Fz = ±2 ground doublet for positive exchange and hole splitting

The band-edge exciton formed by a spin-3/2 hole and a spin-1/2 electron is entered here as an explicit 8 by 8 complex matrix in the product basis of hole spin and electron spin, and its levels are read from the secular determinant. Multiplicities then appear as exponents of factors, and the matrix is the one that a program would build from Kronecker products.

## Eight levels and a lower bound

Let J = (Jx, Jy, Jz) be the spin-3/2 matrices of the hole and σ the Pauli matrices of the electron. The Hamiltonian is

H = −e σ·J − (D/2)(Jz² − 5/4).

The real number e is the strength of the short-range electron-hole exchange. The real number D is the splitting between heavy holes (Jz = ±3/2) and light holes (Jz = ±1/2) that the crystal field and the particle shape produce. With Fz = Jz + σz/2, the levels are

- Fz = ±2: −3e/2 − D/2, twice
- Fz = ±1: e/2 ± √((e − D/2)² + 3e²), twice each
- Fz = 0: e/2 + D/2 ± 2e, once each

For e > 0 and D > 0, every normalised state has mean energy at least −3e/2 − D/2, and only states built from Fz = 2 and Fz = −2 reach it. The crystal without an exciton has Fz = 0, and a dipole photon changes Fz by at most one, so within this two-parameter model the lowest exciton is dark.

## Checks and parameter fits in a fine-structure code

A code that adds magnetic fields or strain to this matrix can be tested against the levels above with those additions switched off. The test detects a wrong spin normalisation: a program that stores S = σ/2 must use −2e S·J. With the hole as the slow index of the Kronecker product, Jz running from 3/2 down to −3/2 and spin up before spin down, the doublet is spanned by the basis vectors 0 and 7, counted from zero. A diagonaliser may return any orthonormal pair in that plane, so the span should be compared and not the individual vectors.

The formulas also turn computed exciton energies, for instance from a Bethe-Salpeter calculation, into model parameters. For e > 0, the two Fz = 0 levels differ by 4e, and the lower of them lies D above the Fz = ±2 level. Measured from the Fz = ±2 level, the Fz = ±1 levels then test whether two parameters suffice. If the calculation includes long-range exchange, the fitted e need not be purely short-range.

## From Fz blocks to the levels

Write J± = Jx ± iJy and σ± = (σx ± iσy)/2. Then

σ·J = σz Jz + σ+ J− + σ− J+.

Each term conserves Fz. The matrix elements of J− between neighbouring hole states are √3, 2 and √3, and Jz² − 5/4 equals 1 for heavy holes and −1 for light holes.

The states |3/2,↑⟩ and |−3/2,↓⟩ have no partner with the same Fz. Both have energy −3e/2 − D/2.

For Fz = 1, in the order |1/2,↑⟩, |3/2,↓⟩, the diagonal entries are −e/2 + D/2 and 3e/2 − D/2, and the off-diagonal entry is −√3 e. The diagonal entries have mean e/2 and half-difference e − D/2, so the determinant of x minus the block is

(x − e/2)² − (e − D/2)² − 3e².

Its zeros are the two Fz = 1 levels. The Fz = −1 block has the same diagonal entries in the order |−3/2,↑⟩, |−1/2,↓⟩, but exchanged, and therefore the same determinant.

For Fz = 0 both diagonal entries are e/2 + D/2 and the off-diagonal entry is −2e. The determinant is

(x − e/2 − D/2)² − 4e²,

with zeros e/2 + D/2 ± 2e. The product of all block determinants is det(x − H).

## The excess energy as two weights

Let F = J + σ/2 be the total spin. Squaring it gives

σ·J = F² − 15/4 − 3/4,

which is 3/2 for F = 2 and −5/2 for F = 1. With P₁ the projector on the F = 1 states and P_L the projector on the light-hole states,

H = −3e/2 − D/2 + 4e P₁ + D P_L.

For e, D > 0 both added terms are non-negative, which proves the bound. Equality requires zero light-hole weight and zero F = 1 weight. The F = 1 states are

(√3 |3/2,↓⟩ − |1/2,↑⟩)/2,
(|1/2,↓⟩ − |−1/2,↑⟩)/√2,
(√3 |−3/2,↑⟩ − |−1/2,↓⟩)/2.

Once the light-hole amplitudes vanish, the first and third force the amplitudes of |3/2,↓⟩ and |−3/2,↑⟩ to vanish too. Only the Fz = ±2 states remain.

The level formulas give the same order. The Fz = 0 levels lie D and 4e + D above the doublet. The lower Fz = ±1 level lies above it because

(2e + D/2)² − (e − D/2)² − 3e² = 3eD > 0,

and the upper one is higher still.

The same argument settles e > 0 with D < 0, where light holes are favoured. Replacing P_L by 1 − P_H, with P_H the heavy-hole projector, gives

H = −3e/2 + D/2 + 4e P₁ + |D| P_H.

The ground state is then the single F = 2, Fz = 0 state (|1/2,↓⟩ + |−1/2,↑⟩)/√2.

## The Lean file

```lean
import Mathlib

open Matrix
open scoped Kronecker ComplexConjugate

namespace ExcitonExchangeSplitting

noncomputable section

local notation "r3" => ((Real.sqrt 3 : ℝ) : ℂ)

/-- The x component of the hole spin 3/2, in the basis Jz = 3/2, 1/2, -1/2, -3/2. -/
def Jx : Matrix (Fin 4) (Fin 4) ℂ :=
  !![0, r3 / 2, 0, 0; r3 / 2, 0, 1, 0; 0, 1, 0, r3 / 2; 0, 0, r3 / 2, 0]

/-- The y component of the hole spin 3/2. -/
def Jy : Matrix (Fin 4) (Fin 4) ℂ :=
  !![0, -(Complex.I * r3 / 2), 0, 0; Complex.I * r3 / 2, 0, -Complex.I, 0;
    0, Complex.I, 0, -(Complex.I * r3 / 2); 0, 0, Complex.I * r3 / 2, 0]

/-- The z component of the hole spin 3/2. -/
def Jz : Matrix (Fin 4) (Fin 4) ℂ :=
  !![3 / 2, 0, 0, 0; 0, 1 / 2, 0, 0; 0, 0, -1 / 2, 0; 0, 0, 0, -3 / 2]

/-- The Pauli matrix σx of the electron, in the basis up, down. -/
def σx : Matrix (Fin 2) (Fin 2) ℂ := !![0, 1; 1, 0]

/-- The Pauli matrix σy of the electron. -/
def σy : Matrix (Fin 2) (Fin 2) ℂ := !![0, -Complex.I; Complex.I, 0]

/-- The Pauli matrix σz of the electron. -/
def σz : Matrix (Fin 2) (Fin 2) ℂ := !![1, 0; 0, -1]

/-- The exciton Hamiltonian -e σ·J - (D/2)(Jz² - 5/4), with exchange constant e and
heavy-light hole splitting D. -/
def hamiltonian (e D : ℝ) : Matrix (Fin 4 × Fin 2) (Fin 4 × Fin 2) ℂ :=
  -((e : ℂ) • (Jx ⊗ₖ σx + Jy ⊗ₖ σy + Jz ⊗ₖ σz))
    - ((D : ℂ) / 2) • ((Jz * Jz - (5 / 4 : ℂ) • 1) ⊗ₖ (1 : Matrix (Fin 2) (Fin 2) ℂ))

/-- The level -3e/2 - D/2. -/
def level2 (e D : ℝ) : ℝ := -3 * e / 2 - D / 2

/-- The levels e/2 + s √((e - D/2)² + 3e²), used with s = 1 and s = -1. -/
def level1 (s e D : ℝ) : ℝ := e / 2 + s * Real.sqrt ((e - D / 2) ^ 2 + 3 * e ^ 2)

/-- The levels e/2 + D/2 + 2 s e, used with s = 1 and s = -1. -/
def level0 (s e D : ℝ) : ℝ := e / 2 + D / 2 + s * (2 * e)

/-- Regrouping of the product basis: (electron spin, block) is sent to (hole spin, electron
spin). Block 0 holds Fz = 2 and -2, blocks 1, 2, 3 hold Fz = 1, 0, -1. -/
def regroup : Fin 2 × Fin 4 ≃ Fin 4 × Fin 2 where
  toFun p := ((![![0, 1, 2, 3], ![3, 0, 1, 2]] : Fin 2 → Fin 4 → Fin 4) p.1 p.2, p.1)
  invFun q :=
    (q.2, (![![0, 1], ![1, 2], ![2, 3], ![3, 0]] : Fin 4 → Fin 2 → Fin 4) q.1 q.2)
  left_inv := fun p => by revert p; decide
  right_inv := fun q => by revert q; decide

/-- The four 2 by 2 blocks of the Hamiltonian in the regrouped basis. -/
def block (e D : ℝ) : Fin 4 → Matrix (Fin 2) (Fin 2) ℂ :=
  ![!![-3 * (e : ℂ) / 2 - D / 2, 0; 0, -3 * (e : ℂ) / 2 - D / 2],
    !![-(e : ℂ) / 2 + D / 2, -(r3 * e); -(r3 * e), 3 * (e : ℂ) / 2 - D / 2],
    !![(e : ℂ) / 2 + D / 2, -(2 * e); -(2 * e), (e : ℂ) / 2 + D / 2],
    !![3 * (e : ℂ) / 2 - D / 2, -(r3 * e); -(r3 * e), -(e : ℂ) / 2 + D / 2]]

/-- The square of √3, as a complex number, is 3. -/
theorem r3_sq : r3 ^ 2 = 3 := by
  exact_mod_cast Real.sq_sqrt (show (0 : ℝ) ≤ 3 by norm_num)

set_option maxHeartbeats 400000 in
/-- The hole matrices obey the angular momentum commutation relations. -/
theorem hole_spin_commutators :
    Jx * Jy - Jy * Jx = Complex.I • Jz ∧ Jy * Jz - Jz * Jy = Complex.I • Jx ∧
    Jz * Jx - Jx * Jz = Complex.I • Jy := by
  refine ⟨?_, ?_, ?_⟩ <;> ext i j <;> fin_cases i <;> fin_cases j <;>
    simp [Jx, Jy, Jz, -mul_eq_zero,
      -mul_eq_mul_left_iff, -mul_eq_mul_right_iff] <;>
    ring_nf <;> simp only [r3_sq, Complex.I_sq] <;> ring

set_option maxHeartbeats 400000 in
/-- The squared hole spin is J² = 15/4, the value J(J + 1) for J = 3/2. -/
theorem hole_spin_squared :
    Jx * Jx + Jy * Jy + Jz * Jz = (15 / 4 : ℂ) • 1 := by
  ext i j
  fin_cases i <;> fin_cases j <;>
    simp [Jx, Jy, Jz, -mul_eq_zero,
      -mul_eq_mul_left_iff, -mul_eq_mul_right_iff] <;>
    ring_nf <;> simp only [r3_sq, Complex.I_sq] <;> ring

set_option maxHeartbeats 400000 in
/-- In the basis regrouped by Fz the exciton Hamiltonian is block diagonal. -/
theorem hamiltonian_blocks (e D : ℝ) :
    (hamiltonian e D).submatrix regroup regroup = blockDiagonal (block e D) := by
  -- the crystal-field term is diagonal with entries 1, -1, -1, 1
  have hz : Jz * Jz - (5 / 4 : ℂ) • 1 =
      !![1, 0, 0, 0; 0, -1, 0, 0; 0, 0, -1, 0; 0, 0, 0, 1] := by
    ext i j
    fin_cases i <;> fin_cases j <;>
      simp [Jz] <;> norm_num
  unfold hamiltonian
  rw [hz]
  ext ⟨s, k⟩ ⟨t, l⟩
  fin_cases s <;> fin_cases t <;> fin_cases k <;> fin_cases l <;>
    simp [regroup, block, blockDiagonal_apply, Jx, Jy, Jz, σx, σy, σz, -mul_eq_zero,
      -mul_eq_mul_left_iff, -mul_eq_mul_right_iff] <;>
    ring_nf <;> simp only [Complex.I_sq] <;> ring

/-- The secular determinant of the exciton Hamiltonian factorises over its eight levels, counted
with multiplicity. -/
theorem secular_determinant (e D : ℝ) (x : ℂ) :
    (x • 1 - hamiltonian e D).det =
      (x - level2 e D) ^ 2 * (x - level1 1 e D) ^ 2 * (x - level1 (-1) e D) ^ 2 *
        (x - level0 1 e D) * (x - level0 (-1) e D) := by
  have h : (x • 1 - hamiltonian e D).submatrix regroup regroup =
      blockDiagonal (x • (1 : Fin 4 → Matrix (Fin 2) (Fin 2) ℂ) - block e D) := by
    rw [blockDiagonal_sub, blockDiagonal_smul, blockDiagonal_one, ← hamiltonian_blocks]
    ext i j
    simp [Matrix.one_apply]
  have hdet : ∀ a b c d : ℂ, (x • (1 : Matrix (Fin 2) (Fin 2) ℂ) - !![a, b; c, d]).det =
      (x - a) * (x - d) - b * c := by
    intro a b c d
    simp [det_fin_two]
  have hR : ((Real.sqrt ((e - D / 2) ^ 2 + 3 * e ^ 2) : ℝ) : ℂ) ^ 2 =
      ((e : ℂ) - D / 2) ^ 2 + 3 * (e : ℂ) ^ 2 := by
    exact_mod_cast Real.sq_sqrt (show 0 ≤ (e - D / 2) ^ 2 + 3 * e ^ 2 by positivity)
  -- the four blocks, one after the other
  have d0 : ((x • (1 : Fin 4 → Matrix (Fin 2) (Fin 2) ℂ) - block e D) 0).det =
      (x - level2 e D) ^ 2 := by
    refine (hdet _ _ _ _).trans ?_
    simp only [level2]
    push_cast
    ring
  have d1 : ((x • (1 : Fin 4 → Matrix (Fin 2) (Fin 2) ℂ) - block e D) 1).det =
      (x - level1 1 e D) * (x - level1 (-1) e D) := by
    refine (hdet _ _ _ _).trans ?_
    simp only [level1]
    push_cast
    linear_combination (-(e : ℂ) ^ 2) * r3_sq + hR
  have d2 : ((x • (1 : Fin 4 → Matrix (Fin 2) (Fin 2) ℂ) - block e D) 2).det =
      (x - level0 1 e D) * (x - level0 (-1) e D) := by
    refine (hdet _ _ _ _).trans ?_
    simp only [level0]
    push_cast
    ring
  have d3 : ((x • (1 : Fin 4 → Matrix (Fin 2) (Fin 2) ℂ) - block e D) 3).det =
      (x - level1 1 e D) * (x - level1 (-1) e D) := by
    refine (hdet _ _ _ _).trans ?_
    simp only [level1]
    push_cast
    linear_combination (-(e : ℂ) ^ 2) * r3_sq + hR
  rw [← det_submatrix_equiv_self regroup, h, det_blockDiagonal, Fin.prod_univ_four,
    d0, d1, d2, d3]
  ring

/-- The weight of the state v on the three states of total spin F = 1. -/
def tripletWeight (v : Fin 4 × Fin 2 → ℂ) : ℝ :=
  (‖r3 * v (0, 1) - v (1, 0)‖ ^ 2 + ‖r3 * v (3, 0) - v (2, 1)‖ ^ 2) / 4
    + ‖v (1, 1) - v (2, 0)‖ ^ 2 / 2

/-- The weight of the state v on the light-hole states Jz = 1/2 and -1/2. -/
def lightWeight (v : Fin 4 × Fin 2 → ℂ) : ℝ :=
  ‖v (1, 0)‖ ^ 2 + ‖v (1, 1)‖ ^ 2 + ‖v (2, 0)‖ ^ 2 + ‖v (2, 1)‖ ^ 2

/-- The energy of any state, counted from the level -3e/2 - D/2, is 4e times its F = 1
weight plus D times its light-hole weight. -/
theorem energy_excess (e D : ℝ) (v : Fin 4 × Fin 2 → ℂ) :
    star v ⬝ᵥ hamiltonian e D *ᵥ v - (level2 e D : ℂ) * (star v ⬝ᵥ v) =
      ((4 * e * tripletWeight v + D * lightWeight v : ℝ) : ℂ) := by
  -- pass to the regrouped basis
  have h : star v ⬝ᵥ hamiltonian e D *ᵥ v = (star v ∘ regroup) ⬝ᵥ
      ((hamiltonian e D).submatrix regroup regroup *ᵥ (v ∘ regroup)) := by
    rw [submatrix_mulVec_equiv, Function.comp_assoc, Equiv.self_comp_symm,
      Function.comp_id, comp_equiv_dotProduct_comp_equiv]
  rw [h, hamiltonian_blocks]
  simp [dotProduct, mulVec, Fintype.sum_prod_type, Fin.sum_univ_four, Fin.sum_univ_two,
    blockDiagonal_apply, block, regroup, level2, tripletWeight, lightWeight]
  simp only [← Complex.conj_mul', map_sub, map_mul, Complex.conj_ofReal]
  linear_combination (-(e : ℂ) * (conj (v (0, 1)) * v (0, 1)
    + conj (v (3, 0)) * v (3, 0))) * r3_sq

/-- For e, D > 0 no state has a mean energy below -3e/2 - D/2, and this bound is reached
exactly by the states with no amplitude outside Fz = 2 and Fz = -2. -/
theorem ground_doublet {e D : ℝ} (he : 0 < e) (hD : 0 < D) (v : Fin 4 × Fin 2 → ℂ) :
    level2 e D * (star v ⬝ᵥ v).re ≤ (star v ⬝ᵥ hamiltonian e D *ᵥ v).re ∧
    ((star v ⬝ᵥ hamiltonian e D *ᵥ v).re = level2 e D * (star v ⬝ᵥ v).re ↔
      v (0, 1) = 0 ∧ v (1, 0) = 0 ∧ v (1, 1) = 0 ∧ v (2, 0) = 0 ∧ v (2, 1) = 0 ∧
        v (3, 0) = 0) := by
  have h := congrArg Complex.re (energy_excess e D v)
  rw [Complex.sub_re, Complex.re_ofReal_mul, Complex.ofReal_re] at h
  have hT : 0 ≤ 4 * e * tripletWeight v := by unfold tripletWeight; positivity
  have hL : 0 ≤ D * lightWeight v := by unfold lightWeight; positivity
  refine ⟨by linarith, fun heq => ?_, ?_⟩
  · -- both weights vanish, hence every amplitude in them
    have hT0 : tripletWeight v = 0 :=
      (mul_eq_zero.mp (show 4 * e * tripletWeight v = 0 by linarith)).resolve_left
        (by positivity)
    have hL0 : lightWeight v = 0 :=
      (mul_eq_zero.mp (show D * lightWeight v = 0 by linarith)).resolve_left hD.ne'
    unfold tripletWeight at hT0
    unfold lightWeight at hL0
    have hz : ∀ z : ℂ, ‖z‖ ^ 2 ≤ 0 → z = 0 := fun z hz =>
      norm_eq_zero.1 ((pow_eq_zero_iff two_ne_zero).1 (le_antisymm hz (sq_nonneg _)))
    have p1 := sq_nonneg ‖v (1, 0)‖
    have p2 := sq_nonneg ‖v (1, 1)‖
    have p3 := sq_nonneg ‖v (2, 0)‖
    have p4 := sq_nonneg ‖v (2, 1)‖
    have q1 := sq_nonneg ‖r3 * v (0, 1) - v (1, 0)‖
    have q2 := sq_nonneg ‖r3 * v (3, 0) - v (2, 1)‖
    have q3 := sq_nonneg ‖v (1, 1) - v (2, 0)‖
    have b1 := hz (v (1, 0)) (by linarith)
    have b4 := hz (v (2, 1)) (by linarith)
    have a1 := hz (r3 * v (0, 1) - v (1, 0)) (by linarith)
    have a2 := hz (r3 * v (3, 0) - v (2, 1)) (by linarith)
    rw [b1, sub_zero] at a1
    rw [b4, sub_zero] at a2
    have h3 : r3 ≠ 0 := by
      intro h0
      have h9 := r3_sq
      rw [h0] at h9
      norm_num at h9
    exact ⟨(mul_eq_zero.mp a1).resolve_left h3, b1, hz _ (by linarith),
      hz _ (by linarith), b4, (mul_eq_zero.mp a2).resolve_left h3⟩
  · rintro ⟨h1, h2, h3, h4, h5, h6⟩
    have hT0 : tripletWeight v = 0 := by simp [tripletWeight, h1, h2, h3, h4, h5, h6]
    have hL0 : lightWeight v = 0 := by simp [lightWeight, h2, h3, h4, h5]
    rw [hT0, hL0] at h
    linarith

/-- For e, D > 0 the level -3e/2 - D/2 lies strictly below the four other levels. -/
theorem level_order {e D : ℝ} (he : 0 < e) (hD : 0 < D) :
    level2 e D < level1 (-1) e D ∧ level2 e D < level1 1 e D ∧
    level2 e D < level0 (-1) e D ∧ level2 e D < level0 1 e D := by
  have hs : Real.sqrt ((e - D / 2) ^ 2 + 3 * e ^ 2) < 2 * e + D / 2 := by
    rw [Real.sqrt_lt' (by positivity)]
    nlinarith [mul_pos he hD]
  have h0 := Real.sqrt_nonneg ((e - D / 2) ^ 2 + 3 * e ^ 2)
  unfold level2 level1 level0
  refine ⟨?_, ?_, ?_, ?_⟩ <;> linarith

end

end ExcitonExchangeSplitting
```

```lean
#print axioms ExcitonExchangeSplitting.hole_spin_squared
#print axioms ExcitonExchangeSplitting.secular_determinant
#print axioms ExcitonExchangeSplitting.ground_doublet
#print axioms ExcitonExchangeSplitting.level_order
```

```
'ExcitonExchangeSplitting.hole_spin_squared' depends on axioms: [propext, Classical.choice, Quot.sound]
'ExcitonExchangeSplitting.secular_determinant' depends on axioms: [propext, Classical.choice, Quot.sound]
'ExcitonExchangeSplitting.ground_doublet' depends on axioms: [propext, Classical.choice, Quot.sound]
'ExcitonExchangeSplitting.level_order' depends on axioms: [propext, Classical.choice, Quot.sound]
```

## Objects and statements in the file

An index `(i, j)` in `Fin 4 × Fin 2` labels hole state i, with Jz = 3/2, 1/2, −1/2, −3/2 for i = 0, 1, 2, 3, and electron spin j, with 0 for up and 1 for down. The doublet amplitudes are thus `v (0, 0)` and `v (3, 1)`. The functions `level2`, `level1` and `level0` carry |Fz| in their names, and their argument s, where present, is the sign ±1.

`secular_determinant` holds for all real e and D and every complex x. If levels coincide, their exponents add.

In `energy_excess` and `ground_doublet` the vector v need not be normalised. The expression `star v ⬝ᵥ v` is ⟨v|v⟩, and for v ≠ 0 division by it gives mean energies and probabilities. `tripletWeight` and `lightWeight` are ⟨v|P₁|v⟩ and ⟨v|P_L|v⟩ written in amplitudes. The triplet in the first name is the set of three F = 1 states, not the spin triplet of electron and hole. `level_order` compares the level formulas themselves.

## Block determinants and weights in the proof

`hole_spin_commutators` and `hole_spin_squared` confirm entry by entry that the typed matrices form a spin 3/2, with `r3_sq` supplying (√3)² = 3. `hamiltonian_blocks` checks all entries after `regroup` has reordered the basis.

`secular_determinant` uses the fact that the same reordering of rows and columns leaves a determinant unchanged. It then multiplies the four block determinants, `d0` to `d3`. The fact `hR` removes the square root, and `linear_combination` closes the Fz = ±1 cases.

`energy_excess` reaches the two-weight formula by expanding the blocks in amplitudes instead of using F². In `ground_doublet`, `positivity` shows that both terms are non-negative and `linarith` gives the bound. For equality, both weights are zero, and the amplitudes are eliminated in the order used above. `level_order` compares squares, with eD > 0 passed to `nlinarith`.

## Reach of the model and of its hypotheses

The theorems concern this matrix alone. Long-range exchange, coupling to other bands or envelope states, and the values of e and D for a material lie beyond it. The optical selection rule and the ground state for D < 0, both discussed above, are not proved in the file. Rounding in a numerical diagonaliser is a separate matter.

If e > 0 and D > 0 are relaxed to e ≥ 0 and D ≥ 0, the lower bound survives but the doublet need not be alone at the bottom. At D = 0 with e > 0, all five F = 2 states share the lowest level. At e = 0 with D > 0, all four heavy-hole states do.
